# The propagator of a uniformly rotating Hamiltonian, and Rabi's formula for spin one-half

Q: Your unknown is a matrix-valued function \(V\) of real time, differentiable at every \(t\). In the laboratory I follow a state. Why solve for a matrix?

A: Because its columns are the states that start from the basis vectors, so one equation treats every initial state at once. With \(\hbar=1\), it reads
\[
V'(t)=-iH(t)V(t),\qquad V(0)=1,\qquad H(t)=e^{-iwtZ}He^{iwtZ}.
\]
Here \(H\) and \(Z\) are constant complex square matrices of the same finite size, and \(w\) is a real angular frequency. The claim is that the only solution is \(U(t)=e^{-iwtZ}e^{-it(H-wZ)}\).

Q: And if you had modelled a state vector \(\psi\) instead?

A: The hypothesis would concern a single trajectory, and the conclusion would be \(\psi(t)=U(t)\psi(0)\). The cancellation used below works for a vector too. A spin-flip probability needs only one column of \(U\), so the vector version would be enough for it.

In Lean 4 with Mathlib:

```lean
import Mathlib

open Matrix

namespace RotatingFrame

noncomputable section

attribute [local instance] Matrix.linftyOpNormedRing Matrix.linftyOpNormedAlgebra

variable {n : Type*} [Fintype n] [DecidableEq n]
```

Q: Does the matrix norm chosen there affect the physics?

A: No. It gives derivatives and exponentials a setting, and in finite dimension all norms yield the same derivative. The objects themselves come next: `evol A t` is \(e^{-itA}\), and `labHamiltonian H Z w t` is \(H(t)\).

```lean
/-- The evolution `exp(-i t A)` generated by a constant matrix `A`. -/
def evol (A : Matrix n n ℂ) (t : ℝ) : Matrix n n ℂ :=
  NormedSpace.exp (t • ((-Complex.I) • A))

/-- The laboratory Hamiltonian `H(t) = exp(-iwtZ) H exp(iwtZ)`. -/
def labHamiltonian (H Z : Matrix n n ℂ) (w t : ℝ) : Matrix n n ℂ :=
  evol ((w : ℂ) • Z) t * H * evol ((w : ℂ) • Z) (-t)

/-- The propagator `U(t) = exp(-iwtZ) exp(-it(H - wZ))`. -/
def rotatingPropagator (H Z : Matrix n n ℂ) (w t : ℝ) : Matrix n n ℂ :=
  evol ((w : ℂ) • Z) t * evol (H - (w : ℂ) • Z) t
```

Q: The last one is called `rotatingPropagator`. Is it the propagator seen in the rotating frame?

A: It is the laboratory propagator \(U\). Its right factor, \(e^{-it(H-wZ)}\), is the evolution in the rotating frame, and its left factor carries the result back to the laboratory.

Q: Nothing says that \(H\) and \(Z\) are Hermitian.

A: The algebra doesn't need it. For Hermitian matrices both factors are unitary, which is the physical case; if \(Z\) is not Hermitian, the "rotation" is in general only a similarity transformation. The real restriction is the form of \(H(t)\): a general time-dependent Hamiltonian is not covered.

Q: Show me by hand that \(U\) solves the equation.

A: Write \(R(t)=e^{-iwtZ}\), \(K=H-wZ\) and \(E(t)=e^{-itK}\), so that \(U=RE\). Since \(Z\) commutes with \(R\),
\[
\begin{aligned}
U'&=-iwZRE-iRKE=-iR(wZ+K)E\\
&=-iRHE=-i(RHR^{-1})RE=-iH(t)U.
\end{aligned}
\]
Three facts are used: \(R(-t)R(t)=1\), a generator commutes with its exponential, and \((e^{-itA})'=-iAe^{-itA}\).

```lean
/-- Evolving forward by `t` and then backward by `t` gives the identity. -/
theorem evol_neg_mul (A : Matrix n n ℂ) (t : ℝ) : evol A (-t) * evol A t = 1 := by
  have h := Matrix.exp_add_of_commute ((-t) • ((-Complex.I) • A)) (t • ((-Complex.I) • A))
    (((Commute.refl _).smul_left _).smul_right _)
  have h0 : (-t) • ((-Complex.I) • A) + t • ((-Complex.I) • A) = 0 := by
    rw [← add_smul, neg_add_cancel, zero_smul]
  rw [h0, NormedSpace.exp_zero] at h
  exact h.symm

/-- A constant generator commutes with the evolution it generates. -/
theorem evol_commute (A : Matrix n n ℂ) (t : ℝ) : A * evol A t = evol A t * A := by
  have h := (hasDerivAt_exp_smul_const' ((-Complex.I) • A) t).unique
    (hasDerivAt_exp_smul_const ((-Complex.I) • A) t)
  rw [mul_smul_comm, smul_mul_assoc] at h
  exact smul_right_injective _ (neg_ne_zero.mpr Complex.I_ne_zero) h

/-- The evolution under a constant `A` obeys `U' = -i A U`. -/
theorem hasDerivAt_evol (A : Matrix n n ℂ) (t : ℝ) :
    HasDerivAt (evol A) ((-Complex.I) • (A * evol A t)) t :=
  (hasDerivAt_exp_smul_const' ((-Complex.I) • A) t).congr_deriv (smul_mul_assoc _ _ _)
```

Q: How does the second of these get commutation?

A: It differentiates the exponential in two forms, with the generator on the left and on the right. A derivative is unique, so the two agree, and the factor \(-i\) cancels. The first lemma adds two commuting exponents whose sum is zero.

The next proof is the calculation above: `fun_mul` is the product rule, the inner fact `h` cancels \(R^{-1}R\), `evol_commute` moves \(wZ\) through \(R\), and `module` collects the terms.

```lean
/-- The laboratory propagator `U(t) = exp(-iwtZ) exp(-it(H - wZ))` obeys `U' = -i H(t) U`. -/
theorem hasDerivAt_rotatingPropagator (H Z : Matrix n n ℂ) (w t : ℝ) :
    HasDerivAt (rotatingPropagator H Z w)
      ((-Complex.I) • (labHamiltonian H Z w t * rotatingPropagator H Z w t)) t := by
  refine ((hasDerivAt_evol ((w : ℂ) • Z) t).fun_mul
    (hasDerivAt_evol (H - (w : ℂ) • Z) t)).congr_deriv ?_
  have h : labHamiltonian H Z w t * rotatingPropagator H Z w t
      = evol ((w : ℂ) • Z) t * H * evol (H - (w : ℂ) • Z) t := by
    rw [labHamiltonian, rotatingPropagator, mul_assoc (_ * H), ← mul_assoc (evol _ (-t)),
      evol_neg_mul, one_mul]
  rw [h, evol_commute ((w : ℂ) • Z) t]
  simp only [smul_mul_assoc, mul_smul_comm, mul_sub, sub_mul, mul_assoc]
  module
```

Q: That gives a solution. Why is there no other?

A: Take any solution \(V\) and undo both exponentials by setting \(W(t)=e^{itK}e^{iwtZ}V(t)\). Then
\[
\begin{aligned}
W'&=ie^{itK}Ke^{iwtZ}V+ie^{itK}wZe^{iwtZ}V-ie^{itK}e^{iwtZ}H(t)V\\
&=ie^{itK}(K+wZ-H)e^{iwtZ}V=0,
\end{aligned}
\]
because \(e^{iwtZ}H(t)=He^{iwtZ}\). Hence \(W(t)=W(0)=1\), and multiplying back gives \(V=RE=U\).

In the theorem, both directions sit in one equivalence: `V` has the initial value and the right derivative at every real `t` exactly when `V = rotatingPropagator H Z w`. In the proof, `hneg` differentiates the backward evolutions, `hW` is \(W'=0\), `is_const_of_deriv_eq_zero` makes \(W\) constant, and the `calc` block multiplies back.

```lean
/-- Rotating-frame theorem: `V` solves `V' = -i H(t) V` with `V(0) = 1` exactly when
`V(t) = exp(-iwtZ) exp(-it(H - wZ))`. -/
theorem schrodinger_iff_rotatingPropagator (H Z : Matrix n n ℂ) (w : ℝ)
    (V : ℝ → Matrix n n ℂ) :
    (V 0 = 1 ∧ ∀ t, HasDerivAt V ((-Complex.I) • (labHamiltonian H Z w t * V t)) t) ↔
      V = rotatingPropagator H Z w := by
  have e0 : ∀ A : Matrix n n ℂ, evol A 0 = 1 := fun A => by simp [evol]
  constructor
  · rintro ⟨hV0, hV⟩
    have hneg : ∀ (A : Matrix n n ℂ) (t : ℝ),
        HasDerivAt (fun s => evol A (-s)) (Complex.I • (A * evol A (-t))) t := by
      intro A t
      have h := hasDerivAt_evol (-A) t
      have e : evol (-A) = fun s => evol A (-s) := by
        funext s
        simp [evol]
      rw [e] at h
      exact h.congr_deriv (by simp)
    -- undoing both exponentials turns the solution into a constant
    have hW : ∀ t, HasDerivAt (fun s => evol (H - (w : ℂ) • Z) (-s) *
        (evol ((w : ℂ) • Z) (-s) * V s)) 0 t := by
      intro t
      refine ((hneg (H - (w : ℂ) • Z) t).fun_mul
        ((hneg ((w : ℂ) • Z) t).fun_mul (hV t))).congr_deriv ?_
      have h1 : evol ((w : ℂ) • Z) (-t) * (labHamiltonian H Z w t * V t)
          = H * evol ((w : ℂ) • Z) (-t) * V t := by
        simp only [labHamiltonian, ← mul_assoc, evol_neg_mul, one_mul]
      rw [evol_commute (H - (w : ℂ) • Z) (-t), mul_smul_comm (-Complex.I), h1]
      simp only [smul_mul_assoc, mul_smul_comm, mul_sub, sub_mul, mul_add, mul_assoc]
      module
    funext t
    have hc := is_const_of_deriv_eq_zero (fun s => (hW s).differentiableAt)
      (fun s => (hW s).deriv) t 0
    simp only [neg_zero, e0, hV0, mul_one] at hc
    have hr : ∀ A : Matrix n n ℂ, evol A t * evol A (-t) = 1 := fun A => by
      simpa using evol_neg_mul A (-t)
    calc V t = evol ((w : ℂ) • Z) t * (evol (H - (w : ℂ) • Z) t *
          (evol (H - (w : ℂ) • Z) (-t) * (evol ((w : ℂ) • Z) (-t) * V t))) := by
          rw [← mul_assoc (evol (H - (w : ℂ) • Z) t), hr, one_mul, ← mul_assoc, hr, one_mul]
      _ = rotatingPropagator H Z w t := by rw [hc, mul_one, rotatingPropagator]
  · rintro rfl
    exact ⟨by simp only [rotatingPropagator, e0, mul_one],
      hasDerivAt_rotatingPropagator H Z w⟩
```

Q: Fine for abstract matrices. I want a spin in a field.

A: For that we need exponentials in closed form. If \(S^2=1\) and \(c\) is real, put \(F(t)=\cos(ct)\,1-i\sin(ct)\,S\). Then \(F(0)=1\) and
\[
F'=-c\sin(ct)\,1-ic\cos(ct)\,S=-icS\,F,
\]
where \(S^2=1\) was used in the last step. Uniqueness gives \(F(t)=e^{-itcS}\). The proof applies the main theorem with \(H=cS\), \(Z=0\) and \(w=0\).

```lean
/-- If `S² = 1`, then `exp(-i t c S) = cos(ct) - i sin(ct) S`. -/
theorem evol_involution (S : Matrix n n ℂ) (hS : S * S = 1) (c t : ℝ) :
    evol ((c : ℂ) • S) t
      = Real.cos (c * t) • (1 : Matrix n n ℂ) - Real.sin (c * t) • (Complex.I • S) := by
  have e0 : ∀ s, evol (0 : Matrix n n ℂ) s = 1 := fun s => by simp [evol]
  have r : ∀ (x : ℝ) (M : Matrix n n ℂ), x • M = (x : ℂ) • M := fun x M => by
    ext i j
    simp
  -- the right-hand side solves the same equation, with no frame rotation
  have h := (schrodinger_iff_rotatingPropagator ((c : ℂ) • S) 0 0 (fun s =>
    Real.cos (c * s) • (1 : Matrix n n ℂ) - Real.sin (c * s) • (Complex.I • S))).mp
    ⟨by simp, fun s => by
      have hl : HasDerivAt (fun u : ℝ => c * u) c s := by
        simpa using (hasDerivAt_id s).const_mul c
      refine ((hl.cos.smul_const (1 : Matrix n n ℂ)).fun_sub
        (hl.sin.smul_const (Complex.I • S))).congr_deriv ?_
      simp only [labHamiltonian, smul_zero, e0, one_mul, mul_one, r, mul_sub,
        mul_smul_comm, smul_mul_assoc, hS]
      generalize Real.cos (c * s) = x
      generalize Real.sin (c * s) = y
      push_cast
      match_scalars <;> ring_nf
      simp only [Complex.I_sq]
      ring⟩
  have ht := congrFun h t
  simp only [rotatingPropagator, smul_zero, sub_zero, e0, one_mul] at ht
  exact ht.symm
```

Q: Which field do you take, and did you build the rotating form into it?

A: The Hamiltonian is written out entry by entry, with no reference to a rotating frame:
\[
H(t)=\tfrac12\bigl(w_0\sigma_z+w_1(\cos(wt)\,\sigma_x+\sin(wt)\,\sigma_y)\bigr).
\]
The \(\sigma\)'s are Pauli matrices, \(w_0\) is the static splitting as an angular frequency, and \(w_1\) is the strength of the transverse field in the same unit. All three frequencies are real and may have either sign: the sign of the gyromagnetic ratio is absorbed in \(w_0\) and \(w_1\), and the sign of \(w\) gives the sense of rotation.

```lean
/-- The spin operator `σ_z / 2`. -/
def spinZ : Matrix (Fin 2) (Fin 2) ℂ := !![1 / 2, 0; 0, -(1 / 2)]

/-- Spin one-half in a static field `w₀` along z and a transverse field of strength `w₁`
rotating at frequency `w`: `(w₀ σ_z + w₁ (cos(wt) σ_x + sin(wt) σ_y)) / 2`. -/
def spinHamiltonian (w₀ w₁ w t : ℝ) : Matrix (Fin 2) (Fin 2) ℂ :=
  !![(w₀ : ℂ) / 2, w₁ / 2 * (Real.cos (w * t) - Real.sin (w * t) * Complex.I);
    w₁ / 2 * (Real.cos (w * t) + Real.sin (w * t) * Complex.I), -(w₀ / 2)]
```

Q: Then its rotating form needs a proof.

A: With \(Z=\sigma_z/2\), \(R(t)\) is diagonal with entries \(e^{-iwt/2}\) and \(e^{iwt/2}\). Conjugating \(H(0)\) by it leaves the diagonal alone and multiplies the upper off-diagonal entry \(w_1/2\) by \(e^{-iwt}\) and the lower one by \(e^{iwt}\). Those are the entries of \(H(t)\).

`evol_spinZ` computes \(R\) from the involution formula. `labHamiltonian_spin` then expresses \(wt\) through the half angle and compares the four entries, using \(\cos^2+\sin^2=1\) and \(i^2=-1\).

```lean
/-- Two 2 × 2 matrices with equal entries are equal. -/
theorem fin_two_ext {a b c d a' b' c' d' : ℂ} (ha : a = a') (hb : b = b') (hc : c = c')
    (hd : d = d') : !![a, b; c, d] = !![a', b'; c', d'] := by
  rw [ha, hb, hc, hd]

/-- The rotation `exp(-iwt σ_z/2)` is diagonal with entries `cos(wt/2) ∓ i sin(wt/2)`. -/
theorem evol_spinZ (w t : ℝ) : evol ((w : ℂ) • spinZ) t =
    !![(Real.cos (w / 2 * t) : ℂ) - Real.sin (w / 2 * t) * Complex.I, 0;
      0, Real.cos (w / 2 * t) + Real.sin (w / 2 * t) * Complex.I] := by
  have h : (w : ℂ) • spinZ = ((w / 2 : ℝ) : ℂ) • !![1, 0; 0, -1] := by
    ext i j
    fin_cases i <;> fin_cases j <;> simp [spinZ] <;> ring
  rw [h, evol_involution _ (by simp [Matrix.one_fin_two])]
  generalize Real.cos (w / 2 * t) = c
  generalize Real.sin (w / 2 * t) = s
  ext i j
  fin_cases i <;> fin_cases j <;> simp

/-- The Hamiltonian of the rotating field is its value at time zero, carried around the
z axis at frequency `w`. -/
theorem labHamiltonian_spin (w₀ w₁ w t : ℝ) :
    labHamiltonian (spinHamiltonian w₀ w₁ w 0) spinZ w t = spinHamiltonian w₀ w₁ w t := by
  have hc : Real.cos (w * t) = Real.cos (w / 2 * t) ^ 2 - Real.sin (w / 2 * t) ^ 2 := by
    rw [show w * t = 2 * (w / 2 * t) by ring, Real.cos_two_mul']
  have hs : Real.sin (w * t) = 2 * Real.sin (w / 2 * t) * Real.cos (w / 2 * t) := by
    rw [show w * t = 2 * (w / 2 * t) by ring, Real.sin_two_mul]
  have h1 := Real.cos_sq_add_sin_sq (w / 2 * t)
  simp only [labHamiltonian, evol_spinZ, spinHamiltonian, mul_neg, Real.cos_neg,
    Real.sin_neg, mul_zero, Real.cos_zero, Real.sin_zero, hc, hs]
  generalize Real.cos (w / 2 * t) = c at h1 ⊢
  generalize Real.sin (w / 2 * t) = s at h1 ⊢
  have h2 : (c : ℂ) ^ 2 + (s : ℂ) ^ 2 = 1 := by exact_mod_cast h1
  rw [Matrix.mul_fin_two, Matrix.mul_fin_two]
  push_cast
  refine fin_two_ext ?_ ?_ ?_ ?_
  · linear_combination (w₀ / 2 : ℂ) * h2 - (w₀ / 2 : ℂ) * s ^ 2 * Complex.I_sq
  · linear_combination (w₁ / 2 : ℂ) * s ^ 2 * Complex.I_sq
  · linear_combination (w₁ / 2 : ℂ) * s ^ 2 * Complex.I_sq
  · linear_combination -(w₀ / 2 : ℂ) * h2 + (w₀ / 2 : ℂ) * s ^ 2 * Complex.I_sq
```

Q: A single coil produces a field that oscillates along a line, not a rotating one.

A: Such a transverse field is the sum of two fields of half its amplitude that rotate in opposite senses. This Hamiltonian keeps one of them, so \(w_1\) then corresponds to half the oscillating amplitude. The error made by dropping the other is not estimated here. Relaxation is absent too. For the circular field itself, nothing is approximated.

Q: Now the flip probability.

A: Let \(\Omega^2=(w_0-w)^2+w_1^2\). For \(\Omega\ne0\), set \(a=(w_0-w)/\Omega\) and \(b=w_1/\Omega\), so \(a^2+b^2=1\). Then
\[
H(0)-wZ=\tfrac{\Omega}{2}S,\qquad S=a\sigma_z+b\sigma_x,\qquad S^2=1.
\]
The involution formula gives \(e^{-it\Omega S/2}=\cos(\Omega t/2)\,1-i\sin(\Omega t/2)\,S\). Its entry in row 1, column 0, counting from zero, is \(-ib\sin(\Omega t/2)\). Multiplying by \(R\) on the left gives
\[
V_{10}(t)=-ib\,e^{iwt/2}\sin(\Omega t/2),\qquad
\Omega^2|V_{10}(t)|^2=w_1^2\sin^2(\Omega t/2).
\]
This entry is the amplitude for going from \(\sigma_z=+1\) to \(\sigma_z=-1\).

Q: And at \(\Omega=0\)?

A: The identity then reads \(0=0\) and does not determine the probability. But in that case \(w_1=0\), the Hamiltonian is diagonal, and the spin doesn't flip.

In the theorem, `V` is any solution for the explicit `spinHamiltonian`, and `hΩ` fixes \(\Omega\) only up to sign, which the squares ignore. The proof settles \(\Omega=0\) first. After that, `hU` identifies `V` by the main theorem, `hS` is \(S^2=1\), `hK` is the frame Hamiltonian, and `hentry` is the amplitude; the last lines take its squared modulus.

```lean
/-- Rabi's formula: in the rotating field the spin-flip probability `|V₁₀|²` satisfies
`Ω² |V₁₀|² = w₁² sin²(Ωt/2)`, where `Ω² = (w₀ - w)² + w₁²`. -/
theorem rabi_formula (w₀ w₁ w Ω : ℝ) (hΩ : Ω ^ 2 = (w₀ - w) ^ 2 + w₁ ^ 2)
    (V : ℝ → Matrix (Fin 2) (Fin 2) ℂ) (hV0 : V 0 = 1)
    (hV : ∀ t, HasDerivAt V ((-Complex.I) • (spinHamiltonian w₀ w₁ w t * V t)) t) (t : ℝ) :
    Ω ^ 2 * ‖V t 1 0‖ ^ 2 = w₁ ^ 2 * Real.sin (Ω * t / 2) ^ 2 := by
  rcases eq_or_ne Ω 0 with rfl | h0
  · simp
  have hU := (schrodinger_iff_rotatingPropagator (spinHamiltonian w₀ w₁ w 0) spinZ w V).mp
    ⟨hV0, fun s => by rw [labHamiltonian_spin]; exact hV s⟩
  -- the unit vector (b, 0, a) lies along the axis of the effective field in the rotating frame
  obtain ⟨a, ha⟩ : ∃ a : ℝ, Ω * a = w₀ - w := ⟨(w₀ - w) / Ω, by field_simp⟩
  obtain ⟨b, hb⟩ : ∃ b : ℝ, Ω * b = w₁ := ⟨w₁ / Ω, by field_simp⟩
  have hab : a ^ 2 + b ^ 2 = 1 := by
    apply mul_left_cancel₀ (pow_ne_zero 2 h0)
    rw [← ha, ← hb] at hΩ
    linear_combination -hΩ
  have ha' : (Ω : ℂ) * a = w₀ - w := by exact_mod_cast ha
  have hb' : (Ω : ℂ) * b = w₁ := by exact_mod_cast hb
  have hab' : (a : ℂ) ^ 2 + (b : ℂ) ^ 2 = 1 := by exact_mod_cast hab
  have hS : !![(a : ℂ), b; b, -a] * !![(a : ℂ), b; b, -a] = 1 := by
    rw [Matrix.mul_fin_two, Matrix.one_fin_two]
    refine fin_two_ext ?_ ?_ ?_ ?_
    · linear_combination hab'
    · ring
    · ring
    · linear_combination hab'
  have hK : spinHamiltonian w₀ w₁ w 0 - (w : ℂ) • spinZ
      = ((Ω / 2 : ℝ) : ℂ) • !![(a : ℂ), b; b, -a] := by
    ext i j
    fin_cases i <;> fin_cases j <;> simp [spinHamiltonian, spinZ, ← hb']
    · linear_combination -ha' / 2
    · ring
    · ring
    · linear_combination ha' / 2
  have hentry : V t 1 0 = ((Real.cos (w / 2 * t) : ℂ) + Real.sin (w / 2 * t) * Complex.I) *
      (((-(Real.sin (Ω / 2 * t) * b) : ℝ) : ℂ) * Complex.I) := by
    rw [hU, rotatingPropagator, evol_spinZ, hK, evol_involution _ hS]
    generalize Real.cos (w / 2 * t) = c
    generalize Real.sin (w / 2 * t) = s
    generalize Real.cos (Ω / 2 * t) = x
    generalize Real.sin (Ω / 2 * t) = y
    simp [Matrix.mul_apply, Fin.sum_univ_two, -mul_eq_mul_left_iff]
    ring
  rw [hentry, Complex.sq_norm, Complex.normSq_mul, Complex.normSq_add_mul_I,
    Real.cos_sq_add_sin_sq, Complex.normSq_mul, Complex.normSq_ofReal, Complex.normSq_I,
    show Ω * t / 2 = Ω / 2 * t by ring, ← hb]
  ring

end

end RotatingFrame
```

```lean
#print axioms RotatingFrame.rabi_formula
```

```
'RotatingFrame.rabi_formula' depends on axioms: [propext, Classical.choice, Quot.sound]
```

Q: So what does it give me in practice?

A: For a finite-dimensional Hamiltonian that rotates uniformly in this way, two ordinary exponentials replace a time-ordered one. That describes a constant-amplitude pulse with a circular field, on or off resonance, and it supplies an exact reference for a time-stepping spin simulation of the same model.
